# Mean neutron intensity from independently occupied sites: a coherent part plus a constant per site

A neutron beam scatters from a non-magnetic crystal of a single element, and each neutron is assumed to scatter at most once. Chemically all the sites are alike, but the neutron interacts with the nuclei, and these differ from site to site in isotope and in the orientation of their spin. In the usual statistical model each nucleus is therefore given its own scattering length, and the arrangement of these lengths over the sites is random. What intensity remains after averaging over the arrangements, and how much of it still depends on the structure?

Let there be $N$ sites. Site $j$ contributes a phase $u_j$ with $|u_j|=1$; for a nucleus fixed at $\mathbf R_j$ and momentum transfer $\hbar\mathbf Q$, this is $u_j=e^{i\mathbf Q\cdot\mathbf R_j}$. Each site independently hosts species $a$ with probability $p_a$, and species $a$ has the complex scattering length $b_a$. A configuration $s$ puts species $s_j$ on site $j$. Write $\langle f\rangle=\sum_a p_a f_a$ for a species average and an overline for the average over configurations. Then

$$
\overline{\Big|\sum_j b_{s_j}u_j\Big|^2}
=|\langle b\rangle|^2\,\Big|\sum_j u_j\Big|^2+N\Delta,
\qquad
\Delta=\langle|b|^2\rangle-|\langle b\rangle|^2 .
$$

The first term is the coherent intensity, which carries the interference between sites. The second is the incoherent intensity, which is the same for every $\mathbf Q$. The corresponding bound cross sections per nucleus are $4\pi|\langle b\rangle|^2$ and $4\pi\Delta$.

## Where a diffraction code uses the split

For static sites with independent occupation, a code can obtain the exact mean intensity from one structure sum $\sum_j u_j$ and two numbers, without sampling isotopes or spins. A code that gives every site the mean scattering length and stops there computes only the first term, so it misses the flat contribution $N\Delta$.

The identity also gives a test for a code that draws the species of each site independently: its intensity, averaged over many draws, should approach the right-hand side at each $\mathbf Q$. A single draw will generally differ from it.

In floating-point arithmetic, the form $\Delta=\sum_a p_a|b_a-\langle b\rangle|^2$, derived below, is preferable when the scattering lengths are nearly equal. It subtracts the mean before squaring, which typically loses fewer digits than subtracting two nearly equal squares.

## From independent sites to the two terms

A configuration has weight $\prod_j p_{s_j}$. For any single-site functions $F_i$,

$$
\overline{\prod_i F_i(s_i)}=\sum_s\prod_i p_{s_i}F_i(s_i)=\prod_i\sum_a p_aF_i(a)=\prod_i\langle F_i\rangle .
$$

The middle step is the expansion of a product of sums: choosing one term from each factor is the same as choosing a configuration.

Now set all but one of the $F_i$ to 1. Since $\sum_a p_a=1$, those factors average to 1, and $\overline{f(s_j)}=\langle f\rangle$. Keeping two functions, on sites $j\neq k$, gives $\overline{f(s_j)g(s_k)}=\langle f\rangle\langle g\rangle$.

Apply this to the product $b_{s_j}b_{s_k}^*$. For $j\neq k$ its average is $\langle b\rangle\langle b\rangle^*=|\langle b\rangle|^2$. For $j=k$ it is $\langle|b|^2\rangle=|\langle b\rangle|^2+\Delta$. Both cases together read

$$
\overline{b_{s_j}b_{s_k}^*}=|\langle b\rangle|^2+\delta_{jk}\Delta .
$$

The intensity is a double sum over sites, and only the scattering lengths are averaged:

$$
\overline{\Big|\sum_j b_{s_j}u_j\Big|^2}
=\sum_{j,k}\overline{b_{s_j}b_{s_k}^*}\,u_ju_k^*
=|\langle b\rangle|^2\sum_{j,k}u_ju_k^*+\Delta\sum_j|u_j|^2 .
$$

The first double sum is $|\sum_ju_j|^2$, and the last sum is $N$ because the phases have unit modulus.

### The incoherent strength of common mixtures

With $m=\langle b\rangle$,

$$
\sum_a p_a|b_a-m|^2=\langle|b|^2\rangle-2\,\mathrm{Re}(m^*\langle b\rangle)+|m|^2=\langle|b|^2\rangle-|m|^2=\Delta .
$$

For nonnegative $p_a$ every term on the left is nonnegative. So $\Delta=0$ exactly when $b_a=m$ for each species with $p_a\neq0$.

For two isotopes with fractions $c$ and $1-c$, the deviations from the mean are $(1-c)(b_1-b_2)$ and $-c(b_1-b_2)$. Hence

$$
\Delta=\big[c(1-c)^2+(1-c)c^2\big]|b_1-b_2|^2=c(1-c)|b_1-b_2|^2 .
$$

A nucleus of spin $I=n/2$ combines with the neutron to total spin $I+\tfrac12$ or $I-\tfrac12$, with scattering lengths $b_+$ and $b_-$. These have $2I+2$ and $2I$ spin states. If all the states are equally likely, as for unpolarised neutrons and nuclei, the weights are $\frac{n+2}{2(n+1)}$ and $\frac{n}{2(n+1)}$. The binary formula then gives

$$
\Delta=\frac{n(n+2)}{4(n+1)^2}\,|b_+-b_-|^2 .
$$

For $n=1$ the prefactor is $3/16$. For $n=0$ the second state has weight zero and $\Delta=0$.

### Two sites by hand

Take two species with $p=(\tfrac14,\tfrac34)$ and $b=(5,1)$ in arbitrary units. Then $\langle b\rangle=2$, $\langle|b|^2\rangle=7$ and $\Delta=3$, in agreement with $\tfrac14\cdot\tfrac34\cdot4^2$.

- For phases $u=(1,-1)$, equal species cancel and unequal species give intensity 16. Unequal pairs have probability $2\cdot\tfrac3{16}=\tfrac38$, so the average is 6. The formula gives $4\cdot0+2\cdot3=6$.
- For $u=(1,1)$, the average is $\tfrac1{16}\cdot100+\tfrac38\cdot36+\tfrac9{16}\cdot4=22$. The formula gives $4\cdot4+2\cdot3=22$.

## The Lean file

```lean
import Mathlib

open scoped ComplexConjugate

namespace NeutronCoherentIncoherent

noncomputable section

variable {α ι J E : Type*} [Fintype α] [Fintype ι] [Fintype J] [DecidableEq J]

/-- The sum of a quantity `f` over finitely many cases with weights `w`; for nonnegative weights
that sum to one this is the average of `f`. -/
def average [AddCommGroup E] [Module ℝ E] (w : α → ℝ) (f : α → E) : E :=
  ∑ a, w a • f a

/-- The weight of a configuration `s`, which puts species `s j` on site `j`, when the sites
are occupied independently with species weights `p`. -/
def configWeight (p : ι → ℝ) (s : J → ι) : ℝ := ∏ j, p (s j)

/-- The incoherent strength per site: the mean of `|b|²` minus the squared modulus of the
mean scattering length. -/
def incoherentStrength (p : ι → ℝ) (b : ι → ℂ) : ℝ :=
  average p (fun a => ‖b a‖ ^ 2) - ‖average p b‖ ^ 2

/-- For independent sites, the configuration average of a product of single-site quantities
is the product of their species averages. -/
theorem average_prod (p : ι → ℝ) (F : J → ι → ℂ) :
    average (configWeight p) (fun s : J → ι => ∏ i, F i (s i)) = ∏ i, average p (F i) := by
  simp only [average, configWeight]
  rw [Finset.prod_univ_sum, Fintype.piFinset_univ]
  refine Finset.sum_congr rfl fun s _ => ?_
  simp only [Complex.real_smul, Complex.ofReal_prod, Finset.prod_mul_distrib]

/-- The configuration average of a quantity on one site is its species average. -/
theorem average_one_site {p : ι → ℝ} (hp : ∑ a, p a = 1) (j : J) (f : ι → ℂ) :
    average (configWeight p) (fun s : J → ι => f (s j)) = average p f := by
  have h1 : average p (fun _ => (1 : ℂ)) = 1 := by
    simp only [average, Complex.real_smul, mul_one]
    rw [← Complex.ofReal_sum, hp, Complex.ofReal_one]
  have h := average_prod p (fun (i : J) a => if i = j then f a else 1)
  have hR : ∀ i : J, average p (fun a => if i = j then f a else 1)
      = if i = j then average p f else 1 := by
    intro i
    by_cases hi : i = j
    · simp only [hi, if_true]
    · simp only [hi, if_false, h1]
  simpa only [hR, Finset.prod_ite_eq', Finset.mem_univ, if_true] using h

/-- On two different sites the configuration average of a product factorises. -/
theorem average_two_sites {p : ι → ℝ} (hp : ∑ a, p a = 1) {j k : J} (hjk : j ≠ k)
    (f g : ι → ℂ) :
    average (configWeight p) (fun s : J → ι => f (s j) * g (s k))
      = average p f * average p g := by
  have h1 : average p (fun _ => (1 : ℂ)) = 1 := by
    simp only [average, Complex.real_smul, mul_one]
    rw [← Complex.ofReal_sum, hp, Complex.ofReal_one]
  have h := average_prod p
    (fun (i : J) a => (if i = j then f a else 1) * (if i = k then g a else 1))
  have hR : ∀ i : J,
      average p (fun a => (if i = j then f a else 1) * (if i = k then g a else 1))
      = (if i = j then average p f else 1) * (if i = k then average p g else 1) := by
    intro i
    by_cases hi : i = j
    · have hk : i ≠ k := fun e => hjk (hi.symm.trans e)
      simp only [if_pos hi, if_neg hk, mul_one]
    · by_cases hk : i = k
      · simp only [if_neg hi, if_pos hk, one_mul]
      · simp only [if_neg hi, if_neg hk, mul_one, h1]
  simpa only [hR, Finset.prod_mul_distrib, Finset.prod_ite_eq', Finset.mem_univ,
    if_true] using h

/-- The pair correlation of scattering lengths is the squared modulus of the mean, plus the
incoherent strength when the two sites coincide. -/
theorem pair_correlation {p : ι → ℝ} (hp : ∑ a, p a = 1) (b : ι → ℂ) (j k : J) :
    average (configWeight p) (fun s : J → ι => b (s j) * conj (b (s k)))
      = ((‖average p b‖ ^ 2 : ℝ) : ℂ)
        + if j = k then (incoherentStrength p b : ℂ) else 0 := by
  by_cases h : j = k
  · subst h
    refine (average_one_site hp j (fun a => b a * conj (b a))).trans ?_
    have hb : average p (fun a => b a * conj (b a))
        = ((average p (fun a => ‖b a‖ ^ 2) : ℝ) : ℂ) := by
      simp only [average, Complex.mul_conj, Complex.normSq_eq_norm_sq, Complex.real_smul,
        smul_eq_mul, Complex.ofReal_sum, Complex.ofReal_mul]
    rw [hb, if_pos rfl, incoherentStrength, ← Complex.ofReal_add]
    congr 1
    ring
  · refine (average_two_sites hp h b (fun a => conj (b a))).trans ?_
    have hc : average p (fun a => conj (b a)) = conj (average p b) := by
      simp only [average, Complex.real_smul, map_sum, map_mul, Complex.conj_ofReal]
    rw [hc, Complex.mul_conj, Complex.normSq_eq_norm_sq, if_neg h, add_zero]

/-- The configuration-averaged intensity is the coherent intensity of the mean scattering
length plus the number of sites times the incoherent strength. -/
theorem coherent_add_incoherent {p : ι → ℝ} (hp : ∑ a, p a = 1) (b : ι → ℂ)
    (u : J → ℂ) (hu : ∀ j, ‖u j‖ = 1) :
    average (configWeight p) (fun s : J → ι => ‖∑ j, b (s j) * u j‖ ^ 2)
      = ‖average p b‖ ^ 2 * ‖∑ j, u j‖ ^ 2
        + Fintype.card J * incoherentStrength p b := by
  -- an intensity is a double sum over pairs of sites
  have hsq : ∀ z : J → ℂ, ((‖∑ j, z j‖ ^ 2 : ℝ) : ℂ) = ∑ j, ∑ k, z j * conj (z k) := by
    intro z
    rw [← Complex.normSq_eq_norm_sq, ← Complex.mul_conj, map_sum, Finset.sum_mul_sum]
  have hu1 : ∀ j, u j * conj (u j) = 1 := by
    intro j
    rw [Complex.mul_conj, Complex.normSq_eq_norm_sq, hu j, one_pow, Complex.ofReal_one]
  -- averaging acts only on the scattering lengths
  have havg : ((average (configWeight p)
      (fun s : J → ι => ‖∑ j, b (s j) * u j‖ ^ 2) : ℝ) : ℂ)
      = ∑ j, ∑ k, average (configWeight p) (fun s : J → ι => b (s j) * conj (b (s k)))
          * (u j * conj (u k)) := by
    simp only [average, smul_eq_mul, Complex.ofReal_sum, Complex.ofReal_mul, hsq,
      Complex.real_smul, Finset.mul_sum, Finset.sum_mul]
    rw [Finset.sum_comm]
    refine Finset.sum_congr rfl fun j _ => ?_
    rw [Finset.sum_comm]
    refine Finset.sum_congr rfl fun k _ => Finset.sum_congr rfl fun s _ => ?_
    rw [map_mul]
    ring
  have hcoh : ∑ j, ∑ k, ((‖average p b‖ ^ 2 : ℝ) : ℂ) * (u j * conj (u k))
      = ((‖average p b‖ ^ 2 : ℝ) : ℂ) * ((‖∑ j, u j‖ ^ 2 : ℝ) : ℂ) := by
    rw [hsq u]
    simp only [Finset.mul_sum]
  apply Complex.ofReal_injective
  rw [havg]
  simp only [pair_correlation hp, add_mul, Finset.sum_add_distrib, ite_mul, zero_mul,
    Finset.sum_ite_eq, Finset.mem_univ, if_true, hu1, mul_one]
  rw [hcoh, Finset.sum_const, Finset.card_univ, nsmul_eq_mul]
  push_cast
  ring

/-- The incoherent strength is the mean squared deviation of the scattering length from its
mean. -/
theorem incoherentStrength_eq_variance {p : ι → ℝ} (hp : ∑ a, p a = 1) (b : ι → ℂ) :
    incoherentStrength p b = ∑ a, p a * ‖b a - average p b‖ ^ 2 := by
  have hre : ∑ a, p a * (b a).re = (average p b).re := by simp [average]
  have him : ∑ a, p a * (b a).im = (average p b).im := by simp [average]
  have key : ∀ a, p a * ‖b a - average p b‖ ^ 2
      = p a * ‖b a‖ ^ 2 - 2 * (average p b).re * (p a * (b a).re)
        - 2 * (average p b).im * (p a * (b a).im) + ‖average p b‖ ^ 2 * p a := by
    intro a
    simp only [Complex.sq_norm, Complex.normSq_apply, Complex.sub_re, Complex.sub_im]
    ring
  have h2 : average p (fun a => ‖b a‖ ^ 2) = ∑ a, p a * ‖b a‖ ^ 2 := rfl
  rw [Finset.sum_congr rfl fun a _ => key a, Finset.sum_add_distrib,
    Finset.sum_sub_distrib, Finset.sum_sub_distrib, ← Finset.mul_sum, ← Finset.mul_sum,
    ← Finset.mul_sum, hre, him, hp, incoherentStrength, h2,
    Complex.sq_norm (average p b), Complex.normSq_apply]
  ring

/-- For nonnegative weights the incoherent strength vanishes exactly when every species
present has the mean scattering length. -/
theorem incoherentStrength_eq_zero_iff {p : ι → ℝ} (hp : ∑ a, p a = 1)
    (hp0 : ∀ a, 0 ≤ p a) (b : ι → ℂ) :
    incoherentStrength p b = 0 ↔ ∀ a, p a ≠ 0 → b a = average p b := by
  rw [incoherentStrength_eq_variance hp,
    Finset.sum_eq_zero_iff_of_nonneg fun a _ => mul_nonneg (hp0 a) (sq_nonneg _)]
  constructor
  · intro h a ha
    have h0 := (mul_eq_zero.mp (h a (Finset.mem_univ a))).resolve_left ha
    exact sub_eq_zero.mp (norm_eq_zero.mp (pow_eq_zero_iff two_ne_zero |>.mp h0))
  · intro h a _
    by_cases ha : p a = 0
    · rw [ha, zero_mul]
    · rw [sub_eq_zero.mpr (h a ha), norm_zero]
      ring

/-- Two isotopes with fractions `c` and `1 - c` have incoherent strength
`c (1 - c) |b₁ - b₂|²`. -/
theorem incoherentStrength_binary (c : ℝ) (b₁ b₂ : ℂ) :
    incoherentStrength ![c, 1 - c] ![b₁, b₂] = c * (1 - c) * ‖b₁ - b₂‖ ^ 2 := by
  simp only [incoherentStrength, average, Fin.sum_univ_two, Matrix.cons_val_zero,
    Matrix.cons_val_one, smul_eq_mul, Complex.sq_norm, Complex.normSq_apply,
    Complex.add_re, Complex.add_im, Complex.sub_re, Complex.sub_im, Complex.smul_re,
    Complex.smul_im]
  ring

/-- For nuclear spin `I = n/2`, let the compound states of spin `I + 1/2` and `I - 1/2` have
scattering lengths `bp`, `bm` and weights `(I+1)/(2I+1)`, `I/(2I+1)`. The incoherent strength
is then `I(I+1)/(2I+1)² |bp - bm|²`, written here in terms of `n`. -/
theorem incoherentStrength_spin (n : ℕ) (bp bm : ℂ) :
    incoherentStrength ![((n : ℝ) + 2) / (2 * (n + 1)), (n : ℝ) / (2 * (n + 1))] ![bp, bm]
      = (n : ℝ) * (n + 2) / (4 * (n + 1) ^ 2) * ‖bp - bm‖ ^ 2 := by
  have hne : 2 * ((n : ℝ) + 1) ≠ 0 := by positivity
  -- the two statistical weights sum to one
  have h : (n : ℝ) / (2 * (n + 1)) = 1 - ((n : ℝ) + 2) / (2 * (n + 1)) := by
    rw [eq_sub_iff_add_eq, ← add_div, div_eq_one_iff_eq hne]
    ring
  have h4 : 4 * ((n : ℝ) + 1) ^ 2 = 2 * (n + 1) * (2 * (n + 1)) := by ring
  rw [h, incoherentStrength_binary, ← h, div_mul_div_comm, h4, mul_comm ((n : ℝ) + 2) n]

end

end NeutronCoherentIncoherent
```

```lean
#print axioms NeutronCoherentIncoherent.coherent_add_incoherent
-- 'NeutronCoherentIncoherent.coherent_add_incoherent' depends on axioms: [propext, Classical.choice, Quot.sound]
#print axioms NeutronCoherentIncoherent.incoherentStrength_eq_zero_iff
-- 'NeutronCoherentIncoherent.incoherentStrength_eq_zero_iff' depends on axioms: [propext, Classical.choice, Quot.sound]
#print axioms NeutronCoherentIncoherent.incoherentStrength_spin
-- 'NeutronCoherentIncoherent.incoherentStrength_spin' depends on axioms: [propext, Classical.choice, Quot.sound]
```

## How the Lean statement reads

The main theorem is `coherent_add_incoherent`. The finite type `J` is the set of sites and `ι` the set of species, so a configuration is a function `s : J → ι` and $N$ is `Fintype.card J`. The function `average` is a weighted sum, used with the weights `p` for species averages and with `configWeight p` for configuration averages. It accepts both real and complex quantities. The name `incoherentStrength p b` stands for $\Delta$.

There are two hypotheses. `hp` says that the species weights sum to one. That every site holds exactly one of the listed species is already built into `s : J → ι`. `hu` says that each `u j` has norm 1, which describes point nuclei at rest, without thermal damping of the amplitude. The weights need not be nonnegative for the identity itself; that condition, `hp0`, enters only in `incoherentStrength_eq_zero_iff`. Independence is not a hypothesis but is built into `configWeight`, which is a product over sites.

## How the proof follows the derivation

`average_prod` is the factorisation, with `Finset.prod_univ_sum` expanding the product of sums. `average_one_site` and `average_two_sites` apply it to functions that equal 1 except on the chosen sites; the `if` expressions make that choice.

`pair_correlation` splits on whether `j = k` and treats the two cases as above. In the main proof, `hsq` writes a squared modulus as a double sum, `havg` moves the configuration average inside that sum, and `hcoh` reassembles the coherent part. The simplification with `Finset.sum_ite_eq` performs the sum over $\delta_{jk}$, and `hu1` supplies $u_ju_j^*=1$. The calculation takes place in the complex numbers, and `Complex.ofReal_injective` brings the equality back to real intensities.

For the variance form, `key` expands each squared deviation in real and imaginary parts before summing. The vanishing criterion then uses the fact that a sum of nonnegative terms is zero only if every term is. `incoherentStrength_binary` is proved by direct expansion in components, and `incoherentStrength_spin` reduces to it once `h` has shown that the two spin weights sum to one.

## Fixed phases, independent sites, one distribution

The identity is exact for every finite number of sites, with no large-$N$ limit. It concerns the average over configurations and gives no bound on the scatter of individual samples.

All sites share the same `p` and `b`. A compound whose sublattices hold different elements therefore needs a more general statement. An element with several isotopes that also carry spin does fit, if each pair of isotope and compound spin state is listed as one species with its joint probability.

Independent occupation excludes short-range order among the species. It also excludes shuffling a fixed number of each species over the sites, because that correlates the sites. The phases do not depend on the configuration, which excludes displacements that depend on which isotope sits where. Moving nuclei and energy transfer are absent too. Replacing the phases by thermally averaged amplitudes with $|u_j|<1$ would describe only the elastic part of the scattering. The same expansion then gives $\Delta\sum_j|u_j|^2$ in place of $N\Delta$, a variant that the theorem does not state.

The spin formula takes the statistical weights as given. In quantum mechanics the scattering length of a nucleus with spin is an operator on the joint spin of neutron and nucleus, so $b_+$ and $b_-$ are not labels that each nucleus carries. For unpolarised and mutually uncorrelated nuclear spins, with all final spin states counted, this operator gives the same mean intensity as the random labels. The file does not derive this, and polarised nuclei require a separate treatment.
